# The discrete Fourier transform on n equally spaced points is exact for the density of every one-dimensional orbital with plane-wave cutoff K if and only if n > 4K

The exact Fourier coefficient of a density can be defined as an integral over one period or as a sum over pairs of orbital coefficients. The definition used here is the integral, which is what the coefficient means physically; the sum over pairs is then derived. The sampled coefficient is defined separately, from values of the density at grid points, so that comparing the two is a real comparison of an integral with a quadrature.

## An orbital, its density and two kinds of coefficient

Let K ≥ 0 be an integer cutoff and let c_k be complex numbers. The orbital and its density are

ψ(x) = Σ_{|k| ≤ K} c_k exp(ikx),  ρ(x) = |ψ(x)|².

For an integer m, the exact coefficient of the density is

D(m) = (1/2π) ∫₀^{2π} ρ(x) exp(−imx) dx.

On n ≥ 1 grid points x_j = 2πj/n, with j = 0, …, n−1, the sampled coefficient is

S(m) = (1/n) Σ_j ρ(x_j) exp(−imx_j).

Squaring the orbital doubles the range of wave numbers, so D(m) can be nonzero only for |m| ≤ 2K. In plane-wave electronic-structure calculations this is one reason for a density grid finer than the orbital cutoff alone suggests. In one dimension, the result below shows that the smallest grid that is exact for every orbital with cutoff K has 4K + 1 points, one fewer than twice the number of plane waves.

## What the theorems say

`sampling_exact_iff` states that, for given K and n ≥ 1, the equality S(m) = D(m) holds for all coefficients c and all |m| ≤ 2K if and only if n > 4K. `sampledCoeff_ne` names a failing case whenever 1 ≤ n ≤ 4K: all c_k equal to one, and m = 2K. `critical_grid_aliasing` describes the grid with n = 4K and K ≥ 1, where for every orbital

S(2K) = D(2K) + D(−2K).

In Lean, `wave q x` is exp(iqx), and `orbital`, `density`, `densityCoeff` and `sampledCoeff` are ψ, ρ, D and S. The coefficients are a function `c : ℤ → ℂ`, of which only the values with |k| ≤ K enter. The grid starts at x = 0 and leaves out the endpoint 2π. The index m is a signed integer; a transform routine that stores indices 0 to n−1 keeps a negative m at position m + n when n > 4K.

The orbital need not be normalised. Dividing the all-ones orbital by √(2K+1) gives ρ a mean of one and divides both D and S by 2K+1, so the failure remains.

The setting is one periodic dimension, one orbital with a sharp cutoff, and exact arithmetic. Rounding errors and three-dimensional grids are not treated.

## Averages of a plane wave

Let q be an integer. If q = 0, the average of exp(iqx) over a period is 1. Otherwise it is

(1/2π) · (exp(2πiq) − 1)/(iq) = 0.

On the grid, put w = exp(2πiq/n). The samples of the wave are w^j. If n divides q, then w = 1 and the average is 1. If not, w ≠ 1, while w^n = 1, and the geometric sum gives

(w − 1) Σ_j w^j = w^n − 1 = 0,

so the average is 0. The integral recognises only q = 0; the grid also accepts every multiple of n.

## Two selection rules for the same pairs

Expanding the density gives

ρ(x) exp(−imx) = Σ_{k,l} c_k c_l* exp(i(k−l−m)x),

where k and l both run from −K to K and the star is complex conjugation. Averaging term by term,

D(m) = Σ c_k c_l* over pairs with k − l = m,

S(m) = Σ c_k c_l* over pairs with k − l − m divisible by n.

**More than 4K points.** For |m| ≤ 2K,

|k − l − m| ≤ 2K + 2K = 4K < n.

The only multiple of n in this range is zero, so the two rules select the same pairs and S(m) = D(m).

**At most 4K points.** Take c_k = 1 for all k, and m = 2K. Both coefficients now count pairs, and every pair counted by D is counted by S. Since 1 ≤ n ≤ 4K, the number 2K − n lies between −2K and 2K − 1, so it is the difference k − l of some allowed pair. For that pair k − l − 2K = −n, which the grid accepts and the integral rejects. Hence S(2K) > D(2K).

**Exactly 4K points, with K ≥ 1.** For m = 2K, the number k − l − 2K runs from −4K to 0. The multiples of 4K in this range are 0 and −4K, which correspond to k − l = 2K and k − l = −2K. The first group of pairs sums to D(2K) and the second to D(−2K).

## Three plane waves on four points

For K = 0 the density is constant and a single point is enough, in agreement with n > 0. The smallest case with a failure is K = 1. The normalised orbital with equal coefficients is ψ(x) = (1 + 2 cos x)/√3, and

ρ(x) = 1 + (4/3) cos x + (2/3) cos 2x,

so D(2) = 1/3. At the four points 0, π/2, π, 3π/2 the density is 3, 1/3, 1/3, 1/3, and

S(2) = (3 − 1/3 + 1/3 − 1/3)/4 = 2/3.

The sampled value is twice the exact one. Five points give 1/3.

## Where "for every orbital" belongs

The quantifier over orbitals must sit inside the equivalence. The sentence "for every orbital, sampling is exact if and only if n > 4K" is false: take K ≥ 1 and the single plane wave exp(iKx). Its density is constant, and 2K + 1 points already give S(m) = D(m) for all |m| ≤ 2K, although 2K + 1 ≤ 4K. With n = 4K, the error at m = 2K is D(−2K) = c_{−K} c_K*, which vanishes as soon as one of the two outermost coefficients does. A test on such an orbital would not reveal this error.

## The complete Lean file

```lean
import Mathlib

open scoped Real ComplexConjugate

namespace PlaneWaveDensitySampling

noncomputable section

/-- The plane wave `exp(iqx)` with integer wave number `q`. -/
def wave (q : ℤ) (x : ℝ) : ℂ := Complex.exp (q * x * Complex.I)

/-- The orbital `ψ(x) = ∑ c_k exp(ikx)` with wave numbers `|k| ≤ K`. -/
def orbital (K : ℕ) (c : ℤ → ℂ) (x : ℝ) : ℂ :=
  ∑ k ∈ Finset.Icc (-(K : ℤ)) K, c k * wave k x

/-- The density `|ψ(x)|²`. -/
def density (K : ℕ) (c : ℤ → ℂ) (x : ℝ) : ℝ := Complex.normSq (orbital K c x)

/-- The exact Fourier coefficient of the density, an integral over one period. -/
def densityCoeff (K : ℕ) (c : ℤ → ℂ) (m : ℤ) : ℂ :=
  1 / (2 * π) * ∫ x in (0 : ℝ)..(2 * π), (density K c x : ℂ) * wave (-m) x

/-- The `j`-th of `n` equally spaced points on the period, for `n ≥ 1`. -/
def gridPoint (n j : ℕ) : ℝ := 2 * π * j / n

/-- The discrete Fourier coefficient of the density sampled at `n ≥ 1` grid points. -/
def sampledCoeff (n K : ℕ) (c : ℤ → ℂ) (m : ℤ) : ℂ :=
  1 / (n : ℂ) * ∑ j ∈ Finset.range n,
    (density K c (gridPoint n j) : ℂ) * wave (-m) (gridPoint n j)

/-- The average of a plane wave over a period is one for wave number zero and zero otherwise. -/
theorem period_mean_wave (q : ℤ) :
    1 / (2 * π : ℂ) * ∫ x in (0 : ℝ)..(2 * π), wave q x = if q = 0 then 1 else 0 := by
  have hp : (2 * π : ℂ) ≠ 0 := by exact_mod_cast Real.two_pi_pos.ne'
  split_ifs with h
  · have h1 : ∫ x in (0 : ℝ)..(2 * π), wave q x = 2 * π := by simp [wave, h]
    rw [h1]
    exact one_div_mul_cancel hp
  · have hq : (q : ℂ) * Complex.I ≠ 0 :=
      mul_ne_zero (by exact_mod_cast h) Complex.I_ne_zero
    have hw : ∀ x : ℝ, wave q x = Complex.exp (q * Complex.I * x) := by
      intro x
      unfold wave
      congr 1
      ring
    have h1 : Complex.exp (q * Complex.I * ((2 * π : ℝ) : ℂ)) = 1 :=
      Complex.exp_eq_one_iff.mpr ⟨q, by push_cast; ring⟩
    simp_rw [hw]
    rw [integral_exp_mul_complex hq, h1]
    simp

/-- The average of a plane wave over `n` grid points is one if `n` divides the wave number
and zero otherwise. -/
theorem grid_mean_wave (n : ℕ) (hn : 0 < n) (q : ℤ) :
    1 / (n : ℂ) * ∑ j ∈ Finset.range n, wave q (gridPoint n j)
      = if (n : ℤ) ∣ q then 1 else 0 := by
  have hn' : (n : ℂ) ≠ 0 := by exact_mod_cast hn.ne'
  have hg : (gridPoint n 1 : ℂ) * n = 2 * π := by
    unfold gridPoint
    push_cast
    field_simp
  -- the samples are the powers of a single root of unity
  have hpow : ∀ j : ℕ, wave q (gridPoint n j) = wave q (gridPoint n 1) ^ j := by
    intro j
    unfold wave gridPoint
    rw [← Complex.exp_nat_mul]
    congr 1
    push_cast
    ring
  have hroot : wave q (gridPoint n 1) = 1 ↔ (n : ℤ) ∣ q := by
    unfold wave
    rw [Complex.exp_eq_one_iff]
    constructor
    · rintro ⟨t, ht⟩
      refine ⟨t, ?_⟩
      have h3 : (q : ℂ) = n * t := by
        apply mul_right_cancel₀ Complex.two_pi_I_ne_zero
        linear_combination (n : ℂ) * ht - q * Complex.I * hg
      exact_mod_cast h3
    · rintro ⟨t, rfl⟩
      exact ⟨t, by push_cast; linear_combination (t : ℂ) * Complex.I * hg⟩
  rw [Finset.sum_congr rfl (fun j _ => hpow j)]
  split_ifs with h
  · rw [hroot.mpr h]
    simp [hn.ne']
  · have h1 : wave q (gridPoint n 1) ^ n = 1 := by
      unfold wave
      rw [← Complex.exp_nat_mul, Complex.exp_eq_one_iff]
      exact ⟨q, by linear_combination (q : ℂ) * Complex.I * hg⟩
    have hs := geom_sum_mul (wave q (gridPoint n 1)) n
    rw [h1, sub_self] at hs
    have h2 : wave q (gridPoint n 1) - 1 ≠ 0 :=
      sub_ne_zero.mpr (fun h' => h (hroot.mp h'))
    rw [(mul_eq_zero.mp hs).resolve_right h2, mul_zero]

/-- The density times a plane wave is a double sum of plane waves over pairs of orbital
components. -/
theorem density_mul_wave (K : ℕ) (c : ℤ → ℂ) (m : ℤ) (x : ℝ) :
    (density K c x : ℂ) * wave (-m) x = ∑ k ∈ Finset.Icc (-(K : ℤ)) K,
      ∑ l ∈ Finset.Icc (-(K : ℤ)) K, c k * conj (c l) * wave (k - l - m) x := by
  have hconj : ∀ l : ℤ, conj (wave l x) = wave (-l) x := by
    intro l
    unfold wave
    rw [← Complex.exp_conj]
    congr 1
    simp
  have hadd : ∀ a b : ℤ, wave (a + b) x = wave a x * wave b x := by
    intro a b
    unfold wave
    rw [← Complex.exp_add]
    congr 1
    push_cast
    ring
  unfold density
  rw [← Complex.mul_conj, orbital, map_sum, Finset.sum_mul_sum, Finset.sum_mul]
  refine Finset.sum_congr rfl fun k _ => ?_
  rw [Finset.sum_mul]
  refine Finset.sum_congr rfl fun l _ => ?_
  rw [map_mul, hconj, show k - l - m = k + -l + -m by ring, hadd, hadd]
  ring

/-- The exact coefficient at `m` collects the pairs of components with `k - l = m`. -/
theorem densityCoeff_eq (K : ℕ) (c : ℤ → ℂ) (m : ℤ) :
    densityCoeff K c m = ∑ k ∈ Finset.Icc (-(K : ℤ)) K, ∑ l ∈ Finset.Icc (-(K : ℤ)) K,
      c k * conj (c l) * (if k - l - m = 0 then 1 else 0) := by
  have hc : ∀ q : ℤ, Continuous (wave q) := by
    intro q
    show Continuous fun x : ℝ => Complex.exp (q * x * Complex.I)
    fun_prop
  unfold densityCoeff
  simp_rw [density_mul_wave]
  have hi : ∀ k l : ℤ, Continuous fun x : ℝ => c k * conj (c l) * wave (k - l - m) x :=
    fun k l => continuous_const.mul (hc _)
  rw [intervalIntegral.integral_finsetSum, Finset.mul_sum]
  swap
  · intro k _
    exact (continuous_finsetSum _ fun l _ => hi k l).intervalIntegrable _ _
  refine Finset.sum_congr rfl fun k _ => ?_
  rw [intervalIntegral.integral_finsetSum, Finset.mul_sum]
  swap
  · intro l _
    exact (hi k l).intervalIntegrable _ _
  refine Finset.sum_congr rfl fun l _ => ?_
  rw [intervalIntegral.integral_const_mul, ← period_mean_wave (k - l - m)]
  ring

/-- The sampled coefficient at `m` collects the pairs with `k - l` equal to `m` modulo `n`. -/
theorem sampledCoeff_eq (n K : ℕ) (hn : 0 < n) (c : ℤ → ℂ) (m : ℤ) :
    sampledCoeff n K c m = ∑ k ∈ Finset.Icc (-(K : ℤ)) K, ∑ l ∈ Finset.Icc (-(K : ℤ)) K,
      c k * conj (c l) * (if (n : ℤ) ∣ k - l - m then 1 else 0) := by
  unfold sampledCoeff
  simp_rw [density_mul_wave]
  rw [Finset.sum_comm, Finset.mul_sum]
  refine Finset.sum_congr rfl fun k _ => ?_
  rw [Finset.sum_comm, Finset.mul_sum]
  refine Finset.sum_congr rfl fun l _ => ?_
  rw [← Finset.mul_sum, ← grid_mean_wave n hn (k - l - m)]
  ring

/-- With at most `4K` grid points, the orbital with all coefficients equal to one has a wrong
sampled density coefficient at `2K`. -/
theorem sampledCoeff_ne (n K : ℕ) (hn : 0 < n) (h : n ≤ 4 * K) :
    sampledCoeff n K (fun _ => 1) (2 * K) ≠ densityCoeff K (fun _ => 1) (2 * K) := by
  have hle : ∀ q : ℤ, (if q = 0 then 1 else 0 : ℕ) ≤ if (n : ℤ) ∣ q then 1 else 0 := by
    intro q
    by_cases hq : q = 0 <;> simp [hq]
  -- a pair whose difference is `2K - n` is counted on the grid only
  obtain ⟨a, b, ha, hb, hab⟩ : ∃ a b : ℤ, a ∈ Finset.Icc (-(K : ℤ)) K ∧
      b ∈ Finset.Icc (-(K : ℤ)) K ∧ a - b - 2 * K = -n := by
    refine ⟨K - (n : ℤ) / 2, -K + (n - (n : ℤ) / 2), ?_, ?_, by ring⟩ <;>
      rw [Finset.mem_Icc] <;> constructor <;> omega
  have hstrict : (if a - b - 2 * K = 0 then 1 else 0 : ℕ) <
      if (n : ℤ) ∣ a - b - 2 * K then 1 else 0 := by
    rw [hab]
    simp [hn.ne']
  have hlt : (∑ k ∈ Finset.Icc (-(K : ℤ)) K, ∑ l ∈ Finset.Icc (-(K : ℤ)) K,
      (if k - l - 2 * K = 0 then 1 else 0 : ℕ)) <
      ∑ k ∈ Finset.Icc (-(K : ℤ)) K, ∑ l ∈ Finset.Icc (-(K : ℤ)) K,
      (if (n : ℤ) ∣ k - l - 2 * K then 1 else 0 : ℕ) :=
    Finset.sum_lt_sum (fun k _ => Finset.sum_le_sum fun l _ => hle _)
      ⟨a, ha, Finset.sum_lt_sum (fun l _ => hle _) ⟨b, hb, hstrict⟩⟩
  intro he
  rw [sampledCoeff_eq n K hn, densityCoeff_eq] at he
  simp only [map_one, mul_one, one_mul] at he
  apply hlt.ne'
  apply Nat.cast_injective (R := ℂ)
  push_cast
  exact he

/-- Sampling at `n` points gives all density coefficients with `|m| ≤ 2K` exactly, for every
orbital with cutoff `K`, if and only if `n > 4K`. -/
theorem sampling_exact_iff (n K : ℕ) (hn : 0 < n) :
    (∀ (c : ℤ → ℂ) (m : ℤ), |m| ≤ 2 * K → sampledCoeff n K c m = densityCoeff K c m)
      ↔ 4 * K < n := by
  constructor
  · intro hall
    by_contra hlt
    exact sampledCoeff_ne n K hn (by omega) (hall _ _ (abs_of_nonneg (by positivity)).le)
  · intro h c m hm
    obtain ⟨hm1, hm2⟩ := abs_le.mp hm
    rw [sampledCoeff_eq n K hn, densityCoeff_eq]
    refine Finset.sum_congr rfl fun k hk => Finset.sum_congr rfl fun l hl => ?_
    rw [Finset.mem_Icc] at hk hl
    -- no nonzero multiple of `n` is within reach
    have hiff : (n : ℤ) ∣ k - l - m ↔ k - l - m = 0 := by
      constructor
      · intro hd
        rcases lt_trichotomy (k - l - m) 0 with hq | hq | hq
        · have := Int.le_of_dvd (by omega) ((dvd_neg).mpr hd)
          omega
        · exact hq
        · have := Int.le_of_dvd hq hd
          omega
      · intro h0
        rw [h0]
        exact dvd_zero _
    simp only [hiff]

/-- For `K ≥ 1` and exactly `4K` points, the sampled coefficient at `2K` is the sum of the exact
coefficients at `2K` and `-2K`. -/
theorem critical_grid_aliasing (K : ℕ) (hK : 1 ≤ K) (c : ℤ → ℂ) :
    sampledCoeff (4 * K) K c (2 * K)
      = densityCoeff K c (2 * K) + densityCoeff K c (-(2 * K)) := by
  rw [sampledCoeff_eq (4 * K) K (by omega), densityCoeff_eq, densityCoeff_eq,
    ← Finset.sum_add_distrib]
  refine Finset.sum_congr rfl fun k hk => ?_
  rw [← Finset.sum_add_distrib]
  refine Finset.sum_congr rfl fun l hl => ?_
  rw [Finset.mem_Icc] at hk hl
  rw [← mul_add]
  congr 1
  by_cases h1 : k - l - 2 * (K : ℤ) = 0
  · have h2 : ¬ (k - l - -(2 * (K : ℤ)) = 0) := by omega
    rw [if_pos (by rw [h1]; exact dvd_zero _), if_pos h1, if_neg h2, add_zero]
  · by_cases h2 : k - l - -(2 * (K : ℤ)) = 0
    · have hd : ((4 * K : ℕ) : ℤ) ∣ k - l - 2 * (K : ℤ) := ⟨-1, by push_cast; omega⟩
      rw [if_pos hd, if_neg h1, if_pos h2, zero_add]
    · have hd : ¬ ((4 * K : ℕ) : ℤ) ∣ k - l - 2 * (K : ℤ) := by
        intro hd
        have := Int.le_of_dvd (by omega) ((dvd_neg).mpr hd)
        push_cast at this
        omega
      rw [if_neg hd, if_neg h1, if_neg h2, add_zero]

end

end PlaneWaveDensitySampling
```

```lean
#print axioms PlaneWaveDensitySampling.sampling_exact_iff
-- 'PlaneWaveDensitySampling.sampling_exact_iff' depends on axioms: [propext, Classical.choice, Quot.sound]
#print axioms PlaneWaveDensitySampling.critical_grid_aliasing
-- 'PlaneWaveDensitySampling.critical_grid_aliasing' depends on axioms: [propext, Classical.choice, Quot.sound]
```

## From averages to sums over pairs

`period_mean_wave` splits on whether q is zero. In the nonzero case it integrates the exponential and uses exp(2πiq) = 1. `grid_mean_wave` follows the root-of-unity argument: `hpow` writes the samples as powers of w, `hroot` shows that w = 1 exactly when n divides q, and `geom_sum_mul` supplies the geometric sum.

`density_mul_wave` is the expansion in pairs. It writes the squared modulus as ψ times its conjugate, then uses that conjugation reverses a wave number and that multiplying waves adds them.

`densityCoeff_eq` moves the integral inside both finite sums, which needs integrability of each term; continuity provides it. `sampledCoeff_eq` exchanges the grid sum with the sums over k and l. Each then applies the corresponding average, and the selection rules appear as `if` expressions with value one or zero.

## Counting pairs and comparing the rules

In `sampledCoeff_ne`, the strict inequality is proved between natural numbers, where counting pairs makes sense. `hle` says that the grid accepts whatever the integral accepts. The extra pair is given explicitly as k = K − ⌊n/2⌋ and l = −K + n − ⌊n/2⌋, called `a` and `b` in the file, and `omega` checks that both lie within the cutoff. `Finset.sum_lt_sum` turns this one extra pair into a strict inequality of the double sums. If the complex coefficients were equal, injectivity of the cast from ℕ to ℂ would make the two counts equal, a contradiction.

The forward direction of `sampling_exact_iff` applies this failing case. The backward direction compares the double sums term by term. There `hiff` states that divisibility by n and vanishing are equivalent for k − l − m: a nonzero multiple of n has size at least n, by `Int.le_of_dvd`, and `omega` sets this against the bound 4K.

`critical_grid_aliasing` also works term by term, with three cases: k − l = 2K, k − l = −2K, or neither. In the first two, the grid accepts the pair and exactly one of the exact coefficients contains it. In the third, a size bound shows that the grid rejects it too. The hypothesis K ≥ 1 keeps the first two cases apart and ensures that the grid has points.
